# Kinetic and potential parts of Wigner's correlation energy from the virial relation

The kinetic and potential parts of the energy are modelled here as two real numbers t and v that satisfy two equations, not as expectation values of operators in a many-electron state. Let r > 0 be the density radius of a uniform electron gas, the radius of a sphere whose volume is the volume per electron, and let e(r) be an energy per electron. The two equations are

t + v = e(r)

2t + v = -r e'(r)

The first says that the parts make up the whole. The second is the virial relation, which is taken as a hypothesis. Its physical origin is Coulomb scaling. If the ground state is stretched by a factor λ together with its box and background, its kinetic energy is multiplied by λ⁻² and its Coulomb energy by λ⁻¹. The stretched state is a trial state for the gas of radius λr, so λ⁻² t + λ⁻¹ v lies on or above e(λr), with equality at λ = 1. The slopes in λ must agree there, which gives -2t - v = r e'(r).

This argument concerns the total energy. The non-interacting kinetic energy, proportional to r⁻², and the exchange energy, proportional to r⁻¹, obey the same relation by themselves. Subtracting them leaves it for the correlation energy, with t and v now the correlation contributions to the kinetic and potential energy.

Wigner's model for that energy is e(r) = -a/(r+b), with a, b > 0. The constant a sets the strength of the -a/r behaviour at low density, and b is the length that keeps the energy finite at high density. That finite limit is a feature of the model: the exact correlation energy per electron of the uniform gas diverges logarithmically as r tends to 0. In density functional theory the uniform gas supplies the local approximation to the correlation energy; the split below says how much of it is kinetic in this two-parameter model.

## The two equations as a definition

```lean
import Mathlib

open Set

namespace ElectronGasVirial

noncomputable section
```

The first line loads Mathlib, the mathematical library for Lean. `open Set` allows short names for intervals, and the `namespace` line puts a common prefix on everything defined afterwards.

```lean
/-- The energy per electron `e`, at density radius `r`, is split into a kinetic part `t` and
a potential part `v` that add up to `e r` and obey the virial relation `2t + v = -r e'(r)`. -/
def VirialSplit (e : ℝ → ℝ) (r t v : ℝ) : Prop :=
  t + v = e r ∧ 2 * t + v = -r * deriv e r
```

`VirialSplit e r t v` is a proposition, a statement that may be true or false for given arguments. The type `ℝ → ℝ` of `e` is that of a real function of a real variable, while `r`, `t` and `v` are real numbers. The symbol `∧` means "and", so the definition is the pair of equations above, with `deriv e r` for e'(r).

Units are not recorded: any consistent choice will do. Lean assigns `deriv` the value 0 where no derivative exists, so the theorems about a general e also assume differentiability.

```lean
/-- Wigner's correlation energy per electron, `-a / (r + b)`, at density radius `r`. -/
def wigner (a b r : ℝ) : ℝ := -a / (r + b)
```

This is Wigner's formula, with the parameters `a` and `b` listed before the variable `r`. Consequently `wigner a b`, with the last argument left open, is the function e itself. The positivity of a and b is not part of the definition; each theorem states what it needs.

## Two product rules

```lean
/-- The derivative of `r e(r)` is `e + r e'`. -/
theorem hasDerivAt_radius_mul {e : ℝ → ℝ} {r : ℝ} (he : DifferentiableAt ℝ e r) :
    HasDerivAt (fun s => s * e s) (e r + r * deriv e r) r :=
  ((hasDerivAt_id' r).fun_mul he.hasDerivAt).congr_deriv (by ring)
```

`HasDerivAt f m r` says that the function f is differentiable at r with slope m. The theorem is therefore

(r e)' = e + r e'

for any e that is differentiable at r. The notation `fun s => s * e s` means the function that sends s to s e(s).

The proof is the product rule, `fun_mul`, applied to the identity function, with slope 1, and to e. This gives the slope 1·e(r) + r e'(r). `congr_deriv` replaces it by the form in the statement, and `ring`, which proves identities of ordinary algebra, confirms that the two agree.

```lean
/-- The derivative of `r² e(r)` is `r (2 e + r e')`. -/
theorem hasDerivAt_radius_sq_mul {e : ℝ → ℝ} {r : ℝ} (he : DifferentiableAt ℝ e r) :
    HasDerivAt (fun s => s ^ 2 * e s) (r * (2 * e r + r * deriv e r)) r :=
  ((hasDerivAt_pow 2 r).fun_mul he.hasDerivAt).congr_deriv (by push_cast; ring)
```

The same rule with s² in place of s gives

(r² e)' = 2r e + r² e' = r (2e + r e')

The factor r is taken out because it will cancel in the formula for v.

## Solving for the two parts

```lean
/-- The virial split of a differentiable energy per electron is given exactly by
`t = -(r e)'` and `v = (r² e)' / r`. -/
theorem virialSplit_iff {e : ℝ → ℝ} {r t v : ℝ} (hr : r ≠ 0)
    (he : DifferentiableAt ℝ e r) :
    VirialSplit e r t v ↔
      t = -deriv (fun s => s * e s) r ∧ v = deriv (fun s => s ^ 2 * e s) r / r := by
  unfold VirialSplit
  rw [(hasDerivAt_radius_mul he).deriv, (hasDerivAt_radius_sq_mul he).deriv,
    mul_div_cancel_left₀ _ hr]
  -- what remains is a linear system of two equations for `t` and `v`
  constructor
  · rintro ⟨h1, h2⟩
    constructor <;> linarith
  · rintro ⟨h1, h2⟩
    constructor <;> linarith
```

For r ≠ 0 and e differentiable at r, the theorem says that the two virial equations hold if and only if

t = -(r e)'

v = (r² e)'/r

The arrow `↔` is "if and only if". Read from left to right, it says that no other pair can satisfy the equations; read from right to left, it says that this pair does.

By hand, subtract the first equation from the second:

t = -r e' - e = -(e + r e') = -(r e)'

Then the first equation gives

v = e - t = 2e + r e' = (r² e)'/r

Conversely, these values add up to e, and

2t + v = -2e - 2r e' + 2e + r e' = -r e'

as required.

The Lean proof opens the definition with `unfold`, then uses `rw` to replace the two derivatives by their product-rule values and to cancel r. What remains is a linear system. `constructor` separates the two directions, `rintro` names the assumed equations, and `linarith` finds the linear combinations, which are the subtractions made above.

## Wigner's formula

```lean
/-- The slope of Wigner's correlation energy with respect to the density radius is
`a / (r + b)²`. -/
theorem hasDerivAt_wigner (a : ℝ) {b r : ℝ} (h : r + b ≠ 0) :
    HasDerivAt (wigner a b) (a / (r + b) ^ 2) r := by
  have h1 := (hasDerivAt_const r (-a)).fun_div ((hasDerivAt_id' r).add_const b) h
  exact h1.congr_deriv (by ring)
```

Where r + b ≠ 0, Wigner's energy has the slope

e'(r) = a/(r+b)²

This is the quotient rule for the constant -a divided by r + b:

(0·(r+b) - (-a)·1)/(r+b)² = a/(r+b)²

In the proof, `fun_div` is the quotient rule, and `ring` simplifies the numerator.

```lean
/-- The virial split of Wigner's correlation energy has kinetic part `ab / (r + b)²` and
potential part `-a (r + 2b) / (r + b)²`; the kinetic part is positive and the potential part
lies below the correlation energy. -/
theorem wigner_virialSplit {a b r : ℝ} (ha : 0 < a) (hb : 0 < b) (hr : 0 < r) :
    (∀ t v : ℝ, VirialSplit (wigner a b) r t v ↔
      t = a * b / (r + b) ^ 2 ∧ v = -a * (r + 2 * b) / (r + b) ^ 2) ∧
    0 < a * b / (r + b) ^ 2 ∧
    -a * (r + 2 * b) / (r + b) ^ 2 < wigner a b r := by
  have hne : r + b ≠ 0 := by positivity
  have hT : 0 < a * b / (r + b) ^ 2 := by positivity
  -- the two parts add up to the energy and satisfy the virial relation
  have h1 : wigner a b r =
      a * b / (r + b) ^ 2 + -a * (r + 2 * b) / (r + b) ^ 2 := by
    unfold wigner
    field_simp
    ring
  have h2 : -r * (a / (r + b) ^ 2) =
      2 * (a * b / (r + b) ^ 2) + -a * (r + 2 * b) / (r + b) ^ 2 := by
    ring
  refine ⟨fun t v => ?_, hT, ?_⟩
  · unfold VirialSplit
    rw [(hasDerivAt_wigner a hne).deriv, h1, h2]
    generalize a * b / (r + b) ^ 2 = T
    generalize -a * (r + 2 * b) / (r + b) ^ 2 = V
    constructor
    · rintro ⟨h3, h4⟩
      constructor <;> linarith
    · rintro ⟨h3, h4⟩
      constructor <;> linarith
  · rw [h1]
    exact lt_add_of_pos_left _ hT
```

The theorem assumes a, b, r > 0 and has three conclusions. The first, which begins with `∀ t v`, "for all t and v", says that t and v form the virial split of Wigner's energy exactly when

t = ab/(r+b)²

v = -a(r+2b)/(r+b)²

The second is that this t is positive, and the third is that this v is less than e(r).

To derive them, insert e and e' into the general solution:

t = -e - r e' = a/(r+b) - ar/(r+b)² = (a(r+b) - ar)/(r+b)² = ab/(r+b)²

v = 2e + r e' = (-2a(r+b) + ar)/(r+b)² = -a(r+2b)/(r+b)²

All factors in t are positive, so t > 0. Since v = e - t, it follows that v < e. Within the model, correlation raises the kinetic energy and lowers the potential energy by more than the net gain.

Lean takes the two closed forms as given and checks them. `positivity` proves that r + b is nonzero and that the kinetic expression is positive. The step `h1` shows that the two expressions add up to e: `field_simp` clears the denominators, and `ring` finishes the algebra. The step `h2` is the virial relation for the same expressions, whose numerators satisfy

-ar = 2ab - a(r+2b)

After these facts are inserted, `generalize` abbreviates the two fractions to `T` and `V`. The claim is then that

t + v = T + V and 2t + v = 2T + V

hold exactly when t = T and v = V, which `linarith` proves in both directions. The last inequality becomes V < T + V and follows from T > 0.

The limits in r show how the balance shifts. From the closed forms,

t/|e| = b/(r+b)

v/e = (r+2b)/(r+b)

As r tends to 0, the high-density end, t tends to a/b and v to -2a/b, while e tends to -a/b. The potential part is then twice the correlation energy. As r grows, t/|e| tends to 0 and v/e to 1, so the energy becomes almost entirely potential.

## Recovering the energy from its potential part

```lean
/-- Integrating the potential part of Wigner's correlation energy with weight `s` from zero
density radius up to `r` gives `r²` times the correlation energy at `r`. -/
theorem wigner_from_potential (a : ℝ) {b r : ℝ} (hb : 0 < b) (hr : 0 ≤ r) :
    ∫ s in (0 : ℝ)..r, s * (-a * (s + 2 * b) / (s + b) ^ 2) = r ^ 2 * wigner a b r := by
  have hne : ∀ s ∈ uIcc 0 r, s + b ≠ 0 := by
    intro s hs
    rw [uIcc_of_le hr] at hs
    have := hs.1
    positivity
  -- the integrand is the derivative of `s² e(s)`
  have hd : ∀ s ∈ uIcc 0 r, HasDerivAt (fun x => x ^ 2 * wigner a b x)
      (s * (-a * (s + 2 * b) / (s + b) ^ 2)) s := by
    intro s hs
    have h0 := hne s hs
    have hw := hasDerivAt_wigner a h0
    have h1 : 2 * wigner a b s + s * deriv (wigner a b) s =
        -a * (s + 2 * b) / (s + b) ^ 2 := by
      rw [hw.deriv]
      unfold wigner
      field_simp
      ring
    rw [← h1]
    exact hasDerivAt_radius_sq_mul hw.differentiableAt
  have hc : ContinuousOn (fun s : ℝ => s * (-a * (s + 2 * b) / (s + b) ^ 2))
      (uIcc 0 r) := by
    refine continuousOn_id.mul (ContinuousOn.div ?_ ?_ ?_)
    · exact Continuous.continuousOn (by fun_prop)
    · exact Continuous.continuousOn (by fun_prop)
    · exact fun s hs => pow_ne_zero 2 (hne s hs)
  rw [intervalIntegral.integral_eq_sub_of_hasDerivAt hd hc.intervalIntegrable]
  simp
```

Now the potential part is the input. For b > 0 and r ≥ 0, the theorem states

∫₀ʳ s v(s) ds = r² e(r)

where v(s) = -a(s+2b)/(s+b)² and e is Wigner's energy. Here `a` may be any real number. Knowledge of v at all density radii up to r thus fixes the energy at r within this model.

The argument by hand starts from the general formula for v, multiplied by s:

s v(s) = (s² e(s))'

The fundamental theorem of calculus gives

∫₀ʳ s v(s) ds = r² e(r) - 0²·e(0) = r² e(r)

The lower endpoint contributes nothing, because e(0) = -a/b is finite. In the smallest case, r = 0, both sides are zero.

The Lean proof supplies the conditions for this step. `uIcc 0 r` is the closed interval between 0 and r, and `hne` says that s + b is nonzero throughout it. `hd` establishes that s² e(s) has the integrand as its derivative, using the product rule for s² e and the slope of Wigner's energy. `hc` establishes that the integrand is continuous: it is built from polynomials and a quotient whose denominator does not vanish. Continuity gives integrability, the fundamental theorem is applied by the final `rw`, and `simp` removes the zero endpoint term.

## When the kinetic part vanishes

```lean
/-- The kinetic part of the virial split vanishes at every density exactly when the energy per
electron equals a constant, possibly zero, divided by the density radius. -/
theorem kinetic_eq_zero_iff {e t v : ℝ → ℝ} (he : ∀ r > 0, DifferentiableAt ℝ e r)
    (h : ∀ r > 0, VirialSplit e r (t r) (v r)) :
    (∀ r > 0, t r = 0) ↔ ∃ c : ℝ, ∀ r > 0, e r = c / r := by
  have ht : ∀ r > 0, t r = -deriv (fun s => s * e s) r := fun r hr =>
    ((virialSplit_iff (ne_of_gt hr) (he r hr)).1 (h r hr)).1
  constructor
  · intro h0
    refine ⟨e 1, fun r hr => ?_⟩
    have hdiff : DifferentiableOn ℝ (fun s => s * e s) (Ioi 0) := fun s hs =>
      (hasDerivAt_radius_mul (he s hs)).differentiableAt.differentiableWithinAt
    have hzero : (Ioi (0 : ℝ)).EqOn (deriv (fun s => s * e s)) 0 := by
      intro s hs
      have h1 := ht s hs
      rw [h0 s hs] at h1
      exact neg_eq_zero.1 h1.symm
    -- `r e(r)` has zero slope on the half-line, so it is constant
    have hconst : r * e r = 1 * e 1 :=
      isOpen_Ioi.is_const_of_deriv_eq_zero isPreconnected_Ioi hdiff hzero
        (mem_Ioi.2 hr) (mem_Ioi.2 one_pos)
    rw [eq_div_iff (ne_of_gt hr)]
    linarith
  · rintro ⟨c, hc⟩ r hr
    have hloc : (fun s => s * e s) =ᶠ[nhds r] fun _ => c := by
      filter_upwards [Ioi_mem_nhds hr] with s hs
      have hs0 : s ≠ 0 := ne_of_gt (mem_Ioi.1 hs)
      rw [hc s hs]
      field_simp
    rw [ht r hr, hloc.deriv_eq]
    simp

end

end ElectronGasVirial
```

This theorem returns to a general energy e, differentiable at every r > 0. The parts `t` and `v` are now functions of r, and the hypothesis `h` says that they satisfy the virial equations at every positive r. The conclusion is that t(r) = 0 for all r > 0 if and only if there is a constant c with

e(r) = c/r for all r > 0

The symbol `∃` means "there exists". The constant may have either sign or be zero.

For the forward direction, t = -(r e)' turns the vanishing of t into (r e)' = 0 on the whole half-line r > 0. A function with zero slope on an interval is constant, so r e(r) equals its value at r = 1. Hence e(r) = e(1)/r, and c = e(1).

For the reverse direction, suppose that e(r) = c/r. Then r e(r) = c for every r > 0, its derivative is zero, and t = 0.

In Lean, `ht` extracts the formula for t from the general solution. `Ioi 0` is the open half-line of positive numbers. `hdiff` and `hzero` say that s e(s) is differentiable there with zero slope, and `hconst` concludes that it is constant, using the fact that the half-line is open and connected. In the reverse direction, `hloc` says that s e(s) agrees with the constant c in a neighbourhood of r. That is enough, because a derivative depends only on nearby values; nothing is assumed about e at zero or at negative arguments.

Setting b = 0 in Wigner's formula gives e(r) = -a/r, which is the case c = -a: the kinetic part disappears and v = e. For a, b > 0 the kinetic part is positive at every density, so the length b is what gives the model its kinetic correlation energy.

```lean
#print axioms ElectronGasVirial.wigner_virialSplit
-- 'ElectronGasVirial.wigner_virialSplit' depends on axioms: [propext, Classical.choice, Quot.sound]
#print axioms ElectronGasVirial.wigner_from_potential
-- 'ElectronGasVirial.wigner_from_potential' depends on axioms: [propext, Classical.choice, Quot.sound]
#print axioms ElectronGasVirial.kinetic_eq_zero_iff
-- 'ElectronGasVirial.kinetic_eq_zero_iff' depends on axioms: [propext, Classical.choice, Quot.sound]
```
